# Johnson's modified Broyden update is the unique minimiser of a secant functional with nonzero regularisation weight

A quasi-Newton mixer for a self-consistent-field iteration keeps an estimate of the inverse Jacobian of the residual and corrects it with the history of earlier steps. Let $S$ be the real $m\times k$ matrix whose $k$ columns are differences of input vectors, and $Y$ the real $n\times k$ matrix whose columns are the corresponding differences of residuals. A new $m\times n$ estimate $G$ should satisfy the secant conditions $GY=S$, and two things can go wrong. If the residual differences are linearly dependent, the overlap matrix $Y^TY$ has no inverse, and if moreover some vector $v$ with $Yv=0$ has $Sv\neq0$, no $G$ satisfies the conditions. If the conditions are only fitted by least squares, $G$ and $G+D$ fit equally well whenever $DY=0$, and a nonzero $D$ of this kind exists when $k<n$ and $m\ge1$. A penalty on the change of the estimate, with a weight $w\neq0$, removes both defects: the parts below show that the penalised problem has exactly one solution, for any $S$ and $Y$, and give it in closed form.

## The functional and the update

The types `m`, `n`, `k` are finite index sets for the components of a step, the components of a residual and the history columns; the same letters denote their sizes. In a mixing scheme $m=n$, but nothing here needs it. Any of the sets may be empty, and for $k=0$ the update returns the old estimate.

In Lean 4 with Mathlib:

```lean
import Mathlib

open Matrix

namespace JohnsonBroyden

noncomputable section

variable {m n k : Type*} [Fintype m] [Fintype n] [Fintype k] [DecidableEq k]
```

The squared Frobenius norm is $\|A\|^2=\sum_{i,j}A_{ij}^2$. This fixes the Euclidean metric on steps and on residuals.

```lean
/-- Squared Frobenius norm: the sum of the squared entries. -/
def frobSq {a b : Type*} [Fintype a] [Fintype b] (A : Matrix a b ℝ) : ℝ :=
  ∑ i, ∑ j, A i j ^ 2
```

With $H$ the previous $m\times n$ estimate, the functional is
$$C(G)=w^2\|G-H\|^2+\|S-GY\|^2 .$$
The theorems hold for any $H$, so $H$ may also be an initial estimate that is kept fixed while the history grows. The number $w$ has the units of a residual and sets how strongly $H$ is trusted against the history. Only $w^2$ enters, so the hypothesis is `w ≠ 0`, which includes $w>0$. The sign convention is $GY=S$, that is, $G$ approximates the inverse Jacobian itself and the next step is $-G$ times the residual; a convention with $GY=-S$ is obtained by replacing $S$ with $-S$.

```lean
/-- Johnson's functional with all history weights equal to one: `w²` times the squared change of the
inverse Jacobian plus the squared violation of the secant conditions `G Y = S`. -/
def cost (w : ℝ) (H : Matrix m n ℝ) (S : Matrix m k ℝ) (Y : Matrix n k ℝ)
    (G : Matrix m n ℝ) : ℝ :=
  w ^ 2 * frobSq (G - H) + frobSq (S - G * Y)
```

A second functional gives history column $j$ its own real weight $c_j$, which expresses how much the secant condition of that iteration is trusted:
$$C_c(G)=w^2\|G-H\|^2+\sum_j c_j^2\sum_i (S-GY)_{ij}^2 .$$

```lean
/-- Johnson's functional with an individual weight `c j` for the secant condition of each
history column `j`. -/
def weightedCost (w : ℝ) (c : k → ℝ) (H : Matrix m n ℝ) (S : Matrix m k ℝ) (Y : Matrix n k ℝ)
    (G : Matrix m n ℝ) : ℝ :=
  w ^ 2 * frobSq (G - H) + ∑ j, c j ^ 2 * ∑ i, (S - G * Y) i j ^ 2
```

The regularised overlap matrix is the $k\times k$ matrix $M=w^2I+Y^TY$, with $I$ the unit matrix.

```lean
/-- The regularised overlap matrix `w² I + Yᵀ Y` of the residual differences. -/
def gram (w : ℝ) (Y : Matrix n k ℝ) : Matrix k k ℝ :=
  w ^ 2 • (1 : Matrix k k ℝ) + Yᵀ * Y
```

With $R=S-HY$ the secant residual of the old estimate, the update is $G_*=H+RM^{-1}Y^T$. Mathlib assigns the inverse zero to a singular matrix, so `update` is defined for every $w$; part (c) shows that the inverse is a true one when $w\neq0$.

```lean
/-- The modified Broyden update `H + (S - H Y) (w² I + Yᵀ Y)⁻¹ Yᵀ`. -/
def update (w : ℝ) (H : Matrix m n ℝ) (S : Matrix m k ℝ) (Y : Matrix n k ℝ) : Matrix m n ℝ :=
  H + (S - H * Y) * (gram w Y)⁻¹ * Yᵀ
```

The result concerns a single update in exact arithmetic in a finite real basis, which is the algebraic step of Johnson's mixing scheme for densities or potentials. How the weights are chosen, how the recursion over iterations is stored, and whether the iteration converges are not treated.

## (a) The norm of a sum

*Show that $\|A+B\|^2=\|A\|^2+2\operatorname{tr}(AB^T)+\|B\|^2$ for real matrices of equal shape.*

Entry by entry, $(A_{ij}+B_{ij})^2=A_{ij}^2+2A_{ij}B_{ij}+B_{ij}^2$. The diagonal element of the product is $(AB^T)_{ii}=\sum_jA_{ij}B_{ij}$, so the middle terms add up to $2\operatorname{tr}(AB^T)$. In `frobSq_add` both sides are written as one double sum, and `ring` checks the binomial formula for each pair $i,j$.

```lean
/-- The squared Frobenius norm of a sum, with cross term `2 tr (A Bᵀ)`. -/
theorem frobSq_add {a b : Type*} [Fintype a] [Fintype b] (A B : Matrix a b ℝ) :
    frobSq (A + B) = frobSq A + 2 * trace (A * Bᵀ) + frobSq B := by
  simp only [frobSq, trace, diag_apply, Matrix.mul_apply, transpose_apply, Matrix.add_apply,
    Finset.mul_sum, ← Finset.sum_add_distrib]
  refine Finset.sum_congr rfl fun i _ => Finset.sum_congr rfl fun j _ => ?_
  ring
```

## (b) Definiteness of the norm

*Show that $\|A\|^2\ge0$, and that $\|A\|^2=0$ forces $A=0$.*

A sum of squares is nonnegative. If it vanishes, each row sum $\sum_jA_{ij}^2$ vanishes, being a nonnegative term of a zero sum, and for the same reason each $A_{ij}^2$ vanishes. These two stages are `h1` and `h2`.

```lean
/-- The squared Frobenius norm is nonnegative and vanishes only for the zero matrix. -/
theorem frobSq_definite {a b : Type*} [Fintype a] [Fintype b] (A : Matrix a b ℝ) :
    0 ≤ frobSq A ∧ (frobSq A = 0 → A = 0) := by
  refine ⟨Finset.sum_nonneg fun i _ => Finset.sum_nonneg fun j _ => sq_nonneg (A i j), ?_⟩
  intro h
  ext i j
  have h1 := (Finset.sum_eq_zero_iff_of_nonneg
    (fun i _ => Finset.sum_nonneg fun j _ => sq_nonneg (A i j))).1 h i (Finset.mem_univ i)
  have h2 := (Finset.sum_eq_zero_iff_of_nonneg
    (fun j _ => sq_nonneg (A i j))).1 h1 j (Finset.mem_univ j)
  simpa using h2
```

## (c) The regularised overlap matrix is invertible

*Show that $\det M\neq0$ for $w\neq0$, whatever the rank of $Y$.*

Suppose $\det M=0$. Then $Mv=0$ for some $v\neq0$, and
$$0=v^TMv=w^2\,v^Tv+(Yv)^T(Yv).$$
The first term is positive and the second is nonnegative, a contradiction. For a real number `IsUnit` means nonzero. The vector $v$ comes from `Matrix.exists_mulVec_eq_zero_iff`, the quadratic form is `h3`, and `linarith` combines it with the signs `h4` and `h7`.

```lean
/-- For `w ≠ 0` the regularised overlap matrix is invertible, whatever the rank of `Y`. -/
theorem gram_isUnit {w : ℝ} (hw : w ≠ 0) (Y : Matrix n k ℝ) : IsUnit (gram w Y).det := by
  rw [isUnit_iff_ne_zero]
  intro hdet
  obtain ⟨v, hv, hM⟩ := Matrix.exists_mulVec_eq_zero_iff.2 hdet
  have h1 : v ⬝ᵥ (Yᵀ * Y) *ᵥ v = (Y *ᵥ v) ⬝ᵥ (Y *ᵥ v) := by
    rw [← Matrix.mulVec_mulVec, Matrix.dotProduct_mulVec, Matrix.vecMul_transpose]
  have h2 : (w ^ 2 • (1 : Matrix k k ℝ)) *ᵥ v = w ^ 2 • v := by
    rw [Matrix.smul_mulVec, Matrix.one_mulVec]
  -- the quadratic form is w² |v|² + |Y v|²
  have h3 : v ⬝ᵥ (gram w Y) *ᵥ v = w ^ 2 * (v ⬝ᵥ v) + (Y *ᵥ v) ⬝ᵥ (Y *ᵥ v) := by
    rw [gram, Matrix.add_mulVec, dotProduct_add, h1, h2, dotProduct_smul, smul_eq_mul]
  rw [hM, dotProduct_zero] at h3
  have h4 : 0 ≤ (Y *ᵥ v) ⬝ᵥ (Y *ᵥ v) := Finset.sum_nonneg fun i _ => mul_self_nonneg _
  have h5 : 0 ≤ v ⬝ᵥ v := Finset.sum_nonneg fun i _ => mul_self_nonneg _
  have h6 : v ⬝ᵥ v ≠ 0 := fun h => hv (dotProduct_self_eq_zero.1 h)
  have h7 : 0 < w ^ 2 * (v ⬝ᵥ v) := mul_pos (by positivity) (lt_of_le_of_ne h5 h6.symm)
  linarith
```

## (d) The secant residual after the update

*Show that $S-G_*Y=w^2RM^{-1}$ for $w\neq0$.*

Write $B=M^{-1}$. From $B(w^2I+Y^TY)=I$ follows $BY^TY=I-w^2B$. Then
$$S-G_*Y=S-HY-RBY^TY=R-R(I-w^2B)=w^2RB .$$
Since $B$ is invertible, the update satisfies the secant conditions exactly only if $H$ already did. The proof replaces the inverse by a letter `B` with `generalize`, keeping only its defining equation; `hB` is the rearranged form, and the `calc` block follows the displayed line.

```lean
omit [Fintype m] in
/-- The secant residual left by the update is `w² (S - H Y) (w² I + Yᵀ Y)⁻¹`. -/
theorem residual_update {w : ℝ} (hw : w ≠ 0) (H : Matrix m n ℝ) (S : Matrix m k ℝ)
    (Y : Matrix n k ℝ) :
    S - update w H S Y * Y = w ^ 2 • ((S - H * Y) * (gram w Y)⁻¹) := by
  have h : (gram w Y)⁻¹ * (w ^ 2 • (1 : Matrix k k ℝ) + Yᵀ * Y) = 1 :=
    Matrix.nonsing_inv_mul (gram w Y) (gram_isUnit hw Y)
  unfold update
  generalize (gram w Y)⁻¹ = B at h ⊢
  rw [Matrix.mul_add, Matrix.mul_smul, Matrix.mul_one] at h
  have hB : B * (Yᵀ * Y) = 1 - w ^ 2 • B := by
    rw [← h]; abel
  calc S - (H + (S - H * Y) * B * Yᵀ) * Y
      = (S - H * Y) - (S - H * Y) * (B * (Yᵀ * Y)) := by
        rw [Matrix.add_mul, sub_add_eq_sub_sub]; simp only [Matrix.mul_assoc]
    _ = w ^ 2 • ((S - H * Y) * B) := by
        rw [hB, Matrix.mul_sub, Matrix.mul_one, Matrix.mul_smul, sub_sub_cancel]
```

## (e) Stationarity

*Show that $w^2(G_*-H)=(S-G_*Y)Y^T$ for $w\neq0$.*

By definition $G_*-H=RM^{-1}Y^T$. By (d) the right side is $w^2RM^{-1}Y^T$, and the two agree. The equation says that the gradient $2w^2(G-H)-2(S-GY)Y^T$ of $C$ vanishes at $G_*$, but the later parts use it as an algebraic identity and take no derivative. One `rw` inserts (d) and the definition.

```lean
omit [Fintype m] in
/-- The update `G` satisfies the stationarity condition `w² (G - H) = (S - G Y) Yᵀ`. -/
theorem update_stationary {w : ℝ} (hw : w ≠ 0) (H : Matrix m n ℝ) (S : Matrix m k ℝ)
    (Y : Matrix n k ℝ) :
    w ^ 2 • (update w H S Y - H) = (S - update w H S Y * Y) * Yᵀ := by
  rw [residual_update hw, update, add_sub_cancel_left, Matrix.smul_mul]
```

## (f) Exact expansion about the update

*Show that for $w\neq0$ and every $m\times n$ matrix $G'$, with $D=G'-G_*$,*
$$C(G')=C(G_*)+w^2\|D\|^2+\|DY\|^2 .$$

Put $E=S-G_*Y$. Then $G'-H=(G_*-H)+D$ and $S-G'Y=E-DY$. Part (a) gives
$$w^2\|G'-H\|^2=w^2\|G_*-H\|^2+2w^2\operatorname{tr}\big((G_*-H)D^T\big)+w^2\|D\|^2,$$
$$\|S-G'Y\|^2=\|E\|^2-2\operatorname{tr}\big(EY^TD^T\big)+\|DY\|^2 .$$
By (e), $EY^T=w^2(G_*-H)$, so the two traces cancel in the sum. In `cost_expansion` the splittings are `e1` and `e2`, `e3` removes the sign inside the norm, `e4` evaluates the second cross term with stationarity, and `ring` adds the two lines.

```lean
/-- The functional at any `G'` exceeds its value at the update `G` by exactly
`w² ‖G' - G‖² + ‖(G' - G) Y‖²`. -/
theorem cost_expansion {w : ℝ} (hw : w ≠ 0) (H : Matrix m n ℝ) (S : Matrix m k ℝ)
    (Y : Matrix n k ℝ) (G' : Matrix m n ℝ) :
    cost w H S Y G' = cost w H S Y (update w H S Y)
      + w ^ 2 * frobSq (G' - update w H S Y) + frobSq ((G' - update w H S Y) * Y) := by
  have hs := update_stationary hw H S Y
  generalize update w H S Y = G at hs ⊢
  have e1 : G' - H = (G - H) + (G' - G) := by abel
  have e2 : S - G' * Y = (S - G * Y) + -((G' - G) * Y) := by
    rw [Matrix.sub_mul]; abel
  have e3 : frobSq (-((G' - G) * Y)) = frobSq ((G' - G) * Y) := by
    simp only [frobSq, Matrix.neg_apply, neg_sq]
  -- stationarity makes the two cross terms cancel
  have e4 : trace ((S - G * Y) * (-((G' - G) * Y))ᵀ)
      = -(w ^ 2 * trace ((G - H) * (G' - G)ᵀ)) := by
    rw [transpose_neg, transpose_mul, Matrix.mul_neg, trace_neg, ← Matrix.mul_assoc, ← hs,
      Matrix.smul_mul, trace_smul, smul_eq_mul]
  unfold cost
  rw [e1, e2, frobSq_add, frobSq_add, e3, e4]
  ring
```

## (g) The update is the unique minimiser

*Show that, for $w\neq0$, a matrix $G$ satisfies $C(G)\le C(G')$ for all $G'$ if and only if $G=G_*$.*

If $G=G_*$, the two extra terms in (f) are nonnegative by (b), so $C(G_*)\le C(G')$. Conversely, let $G$ be a minimiser. Comparison with $G'=G_*$ gives $C(G)\le C(G_*)$, and (f) applied to $G$ turns this into
$$w^2\|G-G_*\|^2+\|(G-G_*)Y\|^2\le0 .$$
Both terms are nonnegative, so $w^2\|G-G_*\|^2=0$; as $w^2>0$, part (b) gives $G=G_*$.

In `isMinimiser_iff` the left side, `∀ G', cost w H S Y G ≤ cost w H S Y G'`, describes a global minimum over all real $m\times n$ matrices, with no symmetry or definiteness imposed on them. Read from right to left the theorem says that the update is a minimiser, and from left to right that there is no other. The first branch of the proof is uniqueness, with `h6` for the vanishing term; the second is minimality.

```lean
/-- For `w ≠ 0`, a matrix `G` minimises `cost` (all history weights equal to one) if and only if it
is the modified Broyden update. -/
theorem isMinimiser_iff {w : ℝ} (hw : w ≠ 0) (H : Matrix m n ℝ) (S : Matrix m k ℝ)
    (Y : Matrix n k ℝ) (G : Matrix m n ℝ) :
    (∀ G', cost w H S Y G ≤ cost w H S Y G') ↔ G = update w H S Y := by
  have hw2 : 0 < w ^ 2 := by positivity
  constructor
  · intro h
    have h1 := h (update w H S Y)
    have h2 := cost_expansion hw H S Y G
    have h3 := (frobSq_definite ((G - update w H S Y) * Y)).1
    obtain ⟨h4, h5⟩ := frobSq_definite (G - update w H S Y)
    have h6 : w ^ 2 * frobSq (G - update w H S Y) = 0 :=
      le_antisymm (by linarith) (mul_nonneg hw2.le h4)
    exact sub_eq_zero.1 (h5 ((mul_eq_zero.1 h6).resolve_left hw2.ne'))
  · intro h G'
    have h2 := cost_expansion hw H S Y G'
    have h3 := (frobSq_definite ((G' - update w H S Y) * Y)).1
    have h4 := mul_nonneg hw2.le (frobSq_definite (G' - update w H S Y)).1
    rw [h]
    linarith
```

## (h) The minimal value

*Show that $C(G_*)=w^2\operatorname{tr}(RM^{-1}R^T)$ for $w\neq0$.*

Use $\|A\|^2=\operatorname{tr}(AA^T)$ and $E=S-G_*Y$. By (e),
$$w^2\|G_*-H\|^2=\operatorname{tr}\big(EY^T(G_*-H)^T\big)=\operatorname{tr}\big(E\,[(G_*-H)Y]^T\big).$$
Adding $\operatorname{tr}(EE^T)$ and noting $(G_*-H)Y+E=S-HY=R$ gives $C(G_*)=\operatorname{tr}(ER^T)$, and (d) supplies $E=w^2RM^{-1}$. The trace form of the norm is `t1` and `t2` for the two shapes, the displayed line is `h1`, and the sum is `hR`.

```lean
/-- At the update the functional equals `w² tr (R (w² I + Yᵀ Y)⁻¹ Rᵀ)` with `R = S - H Y`. -/
theorem cost_update {w : ℝ} (hw : w ≠ 0) (H : Matrix m n ℝ) (S : Matrix m k ℝ)
    (Y : Matrix n k ℝ) :
    cost w H S Y (update w H S Y)
      = w ^ 2 * trace ((S - H * Y) * (gram w Y)⁻¹ * (S - H * Y)ᵀ) := by
  have hs := update_stationary hw H S Y
  have hr := residual_update hw H S Y
  generalize update w H S Y = G at hs hr ⊢
  have t1 : ∀ A : Matrix m n ℝ, frobSq A = trace (A * Aᵀ) := fun A => by
    simp only [frobSq, trace, diag_apply, Matrix.mul_apply, transpose_apply, sq]
  have t2 : ∀ A : Matrix m k ℝ, frobSq A = trace (A * Aᵀ) := fun A => by
    simp only [frobSq, trace, diag_apply, Matrix.mul_apply, transpose_apply, sq]
  have h1 : w ^ 2 * trace ((G - H) * (G - H)ᵀ) = trace ((S - G * Y) * ((G - H) * Y)ᵀ) := by
    rw [transpose_mul, ← Matrix.mul_assoc, ← hs, Matrix.smul_mul, trace_smul, smul_eq_mul]
  have hR : (G - H) * Y + (S - G * Y) = S - H * Y := by
    rw [Matrix.sub_mul]; abel
  rw [cost, t1, t2, h1, ← trace_add, ← Matrix.mul_add, ← transpose_add, hR, hr,
    Matrix.smul_mul, trace_smul, smul_eq_mul]
```

## (i) The form with an $n\times n$ inverse

*Show that $G_*=(w^2H+SY^T)(w^2I+YY^T)^{-1}$ for $w\neq0$.*

Expanding (e) gives $w^2G_*-w^2H=SY^T-G_*YY^T$, that is
$$G_*(w^2I+YY^T)=w^2H+SY^T .$$
The $n\times n$ matrix in brackets is the regularised overlap matrix of $Y^T$, invertible by (c), and multiplication from the right by its inverse completes the step. The two forms are equal, but the first inverts a matrix of the size of the history and the second one of the size of the residual. In the proof `gram_isUnit hw Yᵀ` provides the invertibility and `key` is the displayed equation.

```lean
omit [Fintype m] in
/-- The update also equals `(w² H + S Yᵀ) (w² I + Y Yᵀ)⁻¹`, with the inverse taken in the
residual space instead of the history space. -/
theorem update_eq_full_space [DecidableEq n] {w : ℝ} (hw : w ≠ 0) (H : Matrix m n ℝ)
    (S : Matrix m k ℝ) (Y : Matrix n k ℝ) :
    update w H S Y = (w ^ 2 • H + S * Yᵀ) * (w ^ 2 • (1 : Matrix n n ℝ) + Y * Yᵀ)⁻¹ := by
  have hs := update_stationary hw H S Y
  have hu := gram_isUnit hw Yᵀ
  rw [gram, transpose_transpose] at hu
  generalize update w H S Y = G at hs ⊢
  rw [smul_sub, Matrix.sub_mul, sub_eq_sub_iff_add_eq_add] at hs
  have key : G * (w ^ 2 • (1 : Matrix n n ℝ) + Y * Yᵀ) = w ^ 2 • H + S * Yᵀ := by
    rw [Matrix.mul_add, Matrix.mul_smul, Matrix.mul_one, ← Matrix.mul_assoc, hs, add_comm]
  rw [← key, Matrix.mul_assoc, Matrix.mul_nonsing_inv _ hu, Matrix.mul_one]
```

## (j) Individual weights for the history columns

*Show that, for $w\neq0$, a matrix $G$ minimises $C_c$ if and only if it is the update built from $SW$ and $YW$, where $W=\operatorname{diag}(c_j)$.*

Multiplication by $W$ from the right scales column $j$ by $c_j$, so for any $m\times k$ matrix $E$
$$\|EW\|^2=\sum_j c_j^2\sum_iE_{ij}^2 .$$
With $E=S-GY$ and $EW=SW-G(YW)$, the functional $C_c$ equals $C$ for the data $SW$, $YW$, and (g) applies. The minimiser is
$$H+RW\,(w^2I+WY^TYW)^{-1}\,WY^T .$$
The theorem needs $w\neq0$ but puts no condition on `c`. A weight zero removes a column from the fit, and dividing step and residual difference $j$ by a common length is absorbed into $c_j$. The norm identity is `key`, the equality of the functionals is `h`, and the last line calls `isMinimiser_iff`.

```lean
/-- With individual history weights `c j`, a matrix `G` minimises the functional if and only
if it is the update built from `S` and `Y` with column `j` multiplied by `c j`. -/
theorem isMinimiser_weighted_iff {w : ℝ} (hw : w ≠ 0) (c : k → ℝ) (H : Matrix m n ℝ)
    (S : Matrix m k ℝ) (Y : Matrix n k ℝ) (G : Matrix m n ℝ) :
    (∀ G', weightedCost w c H S Y G ≤ weightedCost w c H S Y G')
      ↔ G = update w H (S * diagonal c) (Y * diagonal c) := by
  have key : ∀ E : Matrix m k ℝ,
      frobSq (E * diagonal c) = ∑ j, c j ^ 2 * ∑ i, E i j ^ 2 := by
    intro E
    simp only [frobSq, Matrix.mul_diagonal, Finset.mul_sum]
    rw [Finset.sum_comm]
    refine Finset.sum_congr rfl fun j _ => Finset.sum_congr rfl fun i _ => ?_
    ring
  -- the weights are absorbed into the columns
  have h : ∀ X, weightedCost w c H S Y X = cost w H (S * diagonal c) (Y * diagonal c) X := by
    intro X
    rw [weightedCost, cost, ← Matrix.mul_assoc, ← Matrix.sub_mul, key]
  simp only [h]
  exact isMinimiser_iff hw H _ _ G

end

end JohnsonBroyden
```

```lean
#print axioms JohnsonBroyden.cost_update
-- 'JohnsonBroyden.cost_update' depends on axioms: [propext, Classical.choice, Quot.sound]
#print axioms JohnsonBroyden.update_eq_full_space
-- 'JohnsonBroyden.update_eq_full_space' depends on axioms: [propext, Classical.choice, Quot.sound]
#print axioms JohnsonBroyden.isMinimiser_weighted_iff
-- 'JohnsonBroyden.isMinimiser_weighted_iff' depends on axioms: [propext, Classical.choice, Quot.sound]
```

## Two identical residual differences

The numbers and the exchange of roles that follow are ordinary arithmetic and are not among the compiled statements. Take $m=n=k=2$, $w=1$, $H=I$ and
$$Y=\begin{pmatrix}1&1\\0&0\end{pmatrix},\qquad S=\begin{pmatrix}2&3\\0&3\end{pmatrix},\qquad R=S-Y=\begin{pmatrix}1&2\\0&3\end{pmatrix}.$$
The columns of $Y$ coincide and those of $S$ do not, so $GY=S$ has no solution and $Y^TY$ is singular. Nevertheless
$$M=\begin{pmatrix}2&1\\1&2\end{pmatrix},\qquad M^{-1}=\frac13\begin{pmatrix}2&-1\\-1&2\end{pmatrix},\qquad RM^{-1}=\begin{pmatrix}0&1\\-1&2\end{pmatrix},$$
$$G_*=I+RM^{-1}Y^T=\begin{pmatrix}2&0\\1&1\end{pmatrix}.$$
Direct subtraction gives $S-G_*Y=RM^{-1}$, as in (d). The cost is $\|G_*-H\|^2+\|S-G_*Y\|^2=2+6=8$, and $\operatorname{tr}(RM^{-1}R^T)=2+6=8$, as in (h). At $G'=H$ the cost is $\|R\|^2=14$, which (f) splits as $8+2+4$. In the form (i), $H+SY^T$ has rows $(6,0)$ and $(3,1)$, and $I+YY^T=\operatorname{diag}(3,1)$, so dividing the first column by 3 returns $G_*$.

## The same fit for the Jacobian

Exchanging the roles of steps and residual differences gives the update of the Jacobian instead of its inverse. For a previous $n\times m$ estimate $J_0$ and a weight $u\neq0$ with the units of a step, the functional $u^2\|J-J_0\|^2+\|Y-JS\|^2$ of the $n\times m$ matrix $J$ has the form treated in (g), so its unique minimiser is
$$J_*=J_0+(Y-J_0S)(u^2I+S^TS)^{-1}S^T .$$
The two updates are in general not inverse to each other. For $1\times1$ matrices with $H=J_0=1$, $w=u=1$, $S=2$, $Y=1$, the formulas give $G_*=3/2$ and $J_*=3/5$.
